# Spin-torque instability threshold of a magnetic moment with two stiffnesses

Suppose the critical spin torque of a magnetic moment is estimated as its damping times its angular resonance frequency. If the moment is stiffer against one transverse deviation than against the other, and the damping is positive but not above critical, this estimate is too small: it announces an instability at a torque where small deviations from equilibrium still decay. The problems below find the correct threshold and compare the estimate with it. For a single moment in the linear regime, the threshold also gives a test value for the onset of growth in a spin-dynamics simulation.

## The linearised moment

Let x = (x₀, x₁) be the two small transverse deviations from equilibrium, with stiffness k1 against x₀ and k2 against x₁, both measured as angular frequencies. The damping a is dimensionless, and the spin torque c is a rate, positive when it drives the deviation. The motion is

dx/dt = M x, M = c·1 − (a·1 + J) K,

where K is the diagonal matrix of stiffnesses and J is the quarter turn of precession. This is the Landau–Lifshitz form of the equation, with the spin polarisation along the equilibrium direction. The torque acts equally on both deviations and has no field-like part; thermal noise and spatial variation of the magnetisation are left out.

```lean
import Mathlib

open Matrix

namespace SpinTorqueThreshold

noncomputable section
```

In Lean, J is `precession`, K is `stiffness k1 k2` and M is `generator a c k1 k2`, all real 2 × 2 matrices.

```lean
/-- The quarter turn by which precession couples the two transverse deviations. -/
def precession : Matrix (Fin 2) (Fin 2) ℝ := !![0, 1; -1, 0]

/-- The stiffnesses `k1`, `k2` of the equilibrium against the two transverse deviations. -/
def stiffness (k1 k2 : ℝ) : Matrix (Fin 2) (Fin 2) ℝ := !![k1, 0; 0, k2]

/-- Generator of the linearised motion of the moment: spin torque `c` drives the deviation,
while the restoring field acts through damping `a` and precession. -/
def generator (a c k1 k2 : ℝ) : Matrix (Fin 2) (Fin 2) ℝ :=
  c • (1 : Matrix (Fin 2) (Fin 2) ℝ)
    - (a • (1 : Matrix (Fin 2) (Fin 2) ℝ) + precession) * stiffness k1 k2
```

A rate is a complex number z with M v = z v for some nonzero complex vector v, so that v·exp(zt) solves the equation of motion. `IsRate` expresses this after turning the real entries of M into complex ones. `IsStable` requires every rate to have negative real part; that all deviations then decay is standard linear theory, which the file does not prove.

```lean
/-- `z` is a complex rate of the linear motion generated by `M`: an eigenvalue of `M` with a
nonzero complex eigenvector. -/
def IsRate (M : Matrix (Fin 2) (Fin 2) ℝ) (z : ℂ) : Prop :=
  ∃ v : Fin 2 → ℂ, v ≠ 0 ∧ M.map (fun x : ℝ => (x : ℂ)) *ᵥ v = z • v

/-- The equilibrium is linearly stable: every rate has negative real part. -/
def IsStable (M : Matrix (Fin 2) (Fin 2) ℝ) : Prop :=
  ∀ z : ℂ, IsRate M z → z.re < 0
```

One more definition names a square root, whose meaning emerges in part (c).

```lean
/-- Angular frequency of the damped precession, for `(a (k1 - k2) / 2)² ≤ k1 k2`. -/
def ringing (a k1 k2 : ℝ) : ℝ := √(k1 * k2 - (a * (k1 - k2) / 2) ^ 2)
```

## (a) The four entries of the generator

Show that, with rows separated by a semicolon,

M = ( c − a k1, −k2 ; k1, c − a k2 ).

Since a·1 + J = ( a, 1 ; −1, a ), multiplying by K scales the first column by k1 and the second by k2:

(a·1 + J) K = ( a k1, k2 ; −k1, a k2 ).

Subtracting this from c·1 gives the claim. The Lean proof takes the four index pairs separately with `fin_cases` and evaluates each entry with `simp`.

```lean
/-- The generator written out in its four entries. -/
theorem generator_eq (a c k1 k2 : ℝ) :
    generator a c k1 k2 = !![c - a * k1, -k2; k1, c - a * k2] := by
  ext i j
  fin_cases i <;> fin_cases j <;>
    simp [generator, precession, stiffness, Matrix.mul_apply, Matrix.one_apply,
      Fin.sum_univ_two]
```

## (b) Rates as roots of a quadratic

Show that z is a rate exactly when

(z − (c − a k1)) (z − (c − a k2)) + k1 k2 = 0.

The equation M v = z v is the homogeneous system N v = 0 with N = M − z·1. It has a nonzero solution exactly when det N = 0, and by part (a)

det N = (c − a k1 − z)(c − a k2 − z) + k1 k2.

Reversing the sign of both factors leaves the product unchanged and gives the stated equation. No restriction on the real parameters is needed.

In the proof, `hN` rewrites the eigenvalue equation as the homogeneous system, `hdet` computes the determinant, and `Matrix.exists_mulVec_eq_zero_iff` supplies the criterion for a nonzero solution.

```lean
/-- Secular equation: the rates are the roots of the characteristic polynomial. -/
theorem isRate_iff_secular (a c k1 k2 : ℝ) (z : ℂ) :
    IsRate (generator a c k1 k2) z ↔
      (z - (c - a * k1)) * (z - (c - a * k2)) + k1 * k2 = 0 := by
  -- the eigenvalue equation is a homogeneous system with matrix `N`
  let N : Matrix (Fin 2) (Fin 2) ℂ := !![c - a * k1 - z, -k2; k1, c - a * k2 - z]
  have hN : ∀ v : Fin 2 → ℂ,
      (generator a c k1 k2).map (fun x : ℝ => (x : ℂ)) *ᵥ v = z • v ↔ N *ᵥ v = 0 := by
    intro v
    rw [generator_eq]
    simp only [funext_iff, Fin.forall_fin_two]
    simp [N, Matrix.mulVec, dotProduct, Fin.sum_univ_two]
    constructor <;> rintro ⟨h0, h1⟩ <;>
      exact ⟨by linear_combination h0, by linear_combination h1⟩
  have hdet : N.det = (z - (c - a * k1)) * (z - (c - a * k2)) + k1 * k2 := by
    simp only [N, Matrix.det_fin_two_of]
    ring
  rw [← hdet, ← Matrix.exists_mulVec_eq_zero_iff]
  simp only [IsRate, hN]
```

## (c) Damped precession

Let (a(k1 − k2)/2)² ≤ k1 k2. Show that the rates are

z = c − a(k1 + k2)/2 ± iω, ω = √(k1 k2 − (a(k1 − k2)/2)²).

Write m = c − a(k1 + k2)/2 and d = a(k1 − k2)/2. Then c − a k1 = m − d and c − a k2 = m + d, so the left side of the quadratic in part (b) becomes

(z − m + d)(z − m − d) + k1 k2
= (z − m)² − d² + k1 k2
= (z − m)² + ω²
= (z − m − iω)(z − m + iω).

A product vanishes exactly when one of its factors does. The condition on the parameters makes the number under the root nonnegative; at equality ω = 0 and the two rates coincide.

Here ω is `ringing a k1 k2`. The step `hwC` records its square, `key` is the factorisation, and `mul_eq_zero` separates the two roots.

```lean
/-- As long as `(a (k1 - k2) / 2)² ≤ k1 k2`, the two rates share the real part
`c - a (k1 + k2) / 2` and have the imaginary parts `± ringing a k1 k2`. -/
theorem isRate_iff_ringing {a c k1 k2 : ℝ} (h : (a * (k1 - k2) / 2) ^ 2 ≤ k1 * k2) (z : ℂ) :
    IsRate (generator a c k1 k2) z ↔
      z = ((c - a * (k1 + k2) / 2 : ℝ) : ℂ) + (ringing a k1 k2 : ℂ) * Complex.I ∨
      z = ((c - a * (k1 + k2) / 2 : ℝ) : ℂ) - (ringing a k1 k2 : ℂ) * Complex.I := by
  have hw : ringing a k1 k2 ^ 2 = k1 * k2 - (a * (k1 - k2) / 2) ^ 2 :=
    Real.sq_sqrt (sub_nonneg.2 h)
  have hwC : (ringing a k1 k2 : ℂ) ^ 2 = k1 * k2 - (a * (k1 - k2) / 2) ^ 2 := by
    exact_mod_cast hw
  -- the characteristic polynomial splits into two conjugate factors
  have key : (z - (c - a * k1)) * (z - (c - a * k2)) + k1 * k2 =
      (z - (((c - a * (k1 + k2) / 2 : ℝ) : ℂ) + (ringing a k1 k2 : ℂ) * Complex.I)) *
      (z - (((c - a * (k1 + k2) / 2 : ℝ) : ℂ) - (ringing a k1 k2 : ℂ) * Complex.I)) := by
    push_cast
    linear_combination -hwC + (ringing a k1 k2 : ℂ) ^ 2 * Complex.I_sq
  rw [isRate_iff_secular, key, mul_eq_zero, sub_eq_zero, sub_eq_zero]
```

## (d) The resonance frequency

For k1, k2 > 0, switch off damping and torque. Show that the rates are

z = ± i √(k1 k2).

With a = c = 0, both m and d vanish, and part (c) leaves ω = √(k1 k2). Its condition reads 0 ≤ k1 k2, which holds. This identifies the resonance frequency used in the estimate as the geometric mean of the stiffnesses. The Lean proof is the same substitution, followed by simplification.

```lean
/-- Without damping and spin torque, and for positive stiffnesses, the moment precesses at the
resonance frequency `√(k1 k2)`: the rates are `± i √(k1 k2)`. -/
theorem resonance {k1 k2 : ℝ} (h1 : 0 < k1) (h2 : 0 < k2) (z : ℂ) :
    IsRate (generator 0 0 k1 k2) z ↔
      z = (√(k1 * k2) : ℂ) * Complex.I ∨ z = -((√(k1 * k2) : ℂ) * Complex.I) := by
  have h := isRate_iff_ringing (a := 0) (c := 0) (k1 := k1) (k2 := k2)
    (by nlinarith [mul_pos h1 h2]) z
  simpa [ringing] using h
```

## (e) The threshold torque

Let a ≥ 0, k1, k2 > 0 and a|k1 − k2| ≤ 2√(k1 k2). Show that the equilibrium is stable exactly when

c < a(k1 + k2)/2.

The assumption a|k1 − k2| ≤ 2√(k1 k2) says that the damping is at most critical: below equality, deviations oscillate as they grow or decay. Both of its sides are nonnegative, so squaring and dividing by 4 gives

(a(k1 − k2)/2)² ≤ k1 k2,

which is the condition of part (c). Both rates therefore have real part c − a(k1 + k2)/2, and this is negative exactly below the stated torque. At the threshold itself the real part is zero, which does not count as stable.

In Lean, `hr` does the squaring, while `re_add` and `re_sub` read off the real parts. For the forward direction one rate is enough; for the converse, `rcases` goes through both.

```lean
/-- **Spin-torque instability threshold.** For positive stiffnesses and nonnegative damping with
`a |k1 - k2| ≤ 2 √(k1 k2)`, the equilibrium is stable exactly when the spin torque `c` is below
`a (k1 + k2) / 2`. -/
theorem stable_iff {a c k1 k2 : ℝ} (ha : 0 ≤ a) (h1 : 0 < k1) (h2 : 0 < k2)
    (h : a * |k1 - k2| ≤ 2 * √(k1 * k2)) :
    IsStable (generator a c k1 k2) ↔ c < a * (k1 + k2) / 2 := by
  have hr : (a * (k1 - k2) / 2) ^ 2 ≤ k1 * k2 := by
    have hsq := pow_le_pow_left₀ (mul_nonneg ha (abs_nonneg (k1 - k2))) h 2
    rw [mul_pow, mul_pow, sq_abs, Real.sq_sqrt (mul_pos h1 h2).le] at hsq
    nlinarith
  have re_add : ∀ x y : ℝ, ((x : ℂ) + (y : ℂ) * Complex.I).re = x := by
    intro x y
    simp
  have re_sub : ∀ x y : ℝ, ((x : ℂ) - (y : ℂ) * Complex.I).re = x := by
    intro x y
    simp
  constructor
  · intro hs
    have hneg := hs _ ((isRate_iff_ringing hr _).2 (Or.inl rfl))
    rw [re_add] at hneg
    linarith
  · intro hc z hz
    rcases (isRate_iff_ringing hr z).1 hz with rfl | rfl
    · rw [re_add]
      linarith
    · rw [re_sub]
      linarith
```

## (f) Geometric against arithmetic mean

For a, k1, k2 > 0, show that

a √(k1 k2) ≤ a(k1 + k2)/2,

with equality exactly when k1 = k2.

The difference of the squared means is

((k1 + k2)/2)² − k1 k2 = (k1 − k2)²/4 ≥ 0.

Both means are positive, so the inequality survives taking roots and multiplying by a. If equality holds, cancel a and square: then (k1 − k2)² = 0, so k1 = k2. Conversely, for k1 = k2 both sides equal a k1. Cancelling needs a ≠ 0, since at a = 0 both sides vanish whatever the stiffnesses.

The three bullets of the Lean proof are the inequality and the two directions of the equality statement.

```lean
/-- For positive damping and stiffnesses, damping times resonance frequency is at most
`a (k1 + k2) / 2`, with equality exactly for equal stiffnesses. -/
theorem resonance_estimate {a k1 k2 : ℝ} (ha : 0 < a) (h1 : 0 < k1) (h2 : 0 < k2) :
    a * √(k1 * k2) ≤ a * (k1 + k2) / 2 ∧
      (a * √(k1 * k2) = a * (k1 + k2) / 2 ↔ k1 = k2) := by
  refine ⟨?_, ?_, ?_⟩
  · -- geometric mean against arithmetic mean
    have hm : √(k1 * k2) ≤ (k1 + k2) / 2 :=
      Real.sqrt_le_iff.2 ⟨by positivity, by nlinarith [sq_nonneg (k1 - k2)]⟩
    have := mul_le_mul_of_nonneg_left hm ha.le
    linarith
  · intro h
    have hm : √(k1 * k2) = (k1 + k2) / 2 := mul_left_cancel₀ ha.ne' (by linarith)
    have hs := Real.sq_sqrt (mul_pos h1 h2).le
    rw [hm] at hs
    have hd : (k1 - k2) ^ 2 = 0 := by linear_combination 4 * hs
    exact sub_eq_zero.1 ((pow_eq_zero_iff two_ne_zero).1 hd)
  · intro h
    rw [← h, Real.sqrt_mul_self h1.le]
    ring
```

## (g) Stability at the estimated torque

Let a, k1, k2 > 0 and a|k1 − k2| ≤ 2√(k1 k2), and set the torque to the estimate c = a√(k1 k2). Show that

the equilibrium is stable ⇔ k1 ≠ k2.

By part (e), stability at this torque means a√(k1 k2) < a(k1 + k2)/2. By part (f), this strict inequality holds exactly when the stiffnesses differ.

Take a = 0.1, k1 = 1 and k2 = 4. The damping condition reads 0.3 ≤ 4. The estimate is 0.1 · 2 = 0.2, while the threshold is 0.1 · 5/2 = 0.25. At c = 0.2 the rates are −0.05 ± iω with ω = √3.9775 ≈ 1.994, so the deviation still decays. For equal stiffnesses k1 = k2 = k, the estimate and the threshold are both a k, and at that torque the rates are ± i k.

The proof combines the two earlier theorems, using `lt_iff_le_and_ne` to split the strict inequality into "at most" and "not equal".

```lean
/-- For positive damping and stiffnesses with `a |k1 - k2| ≤ 2 √(k1 k2)`, the equilibrium is
still stable at the spin torque `a √(k1 k2)` exactly when the stiffnesses differ. -/
theorem stable_at_resonance_estimate {a k1 k2 : ℝ} (ha : 0 < a) (h1 : 0 < k1) (h2 : 0 < k2)
    (h : a * |k1 - k2| ≤ 2 * √(k1 * k2)) :
    IsStable (generator a (a * √(k1 * k2)) k1 k2) ↔ k1 ≠ k2 := by
  obtain ⟨hle, heq⟩ := resonance_estimate ha h1 h2
  rw [stable_iff ha.le h1 h2 h, lt_iff_le_and_ne]
  exact ⟨fun hs e => hs.2 (heq.2 e), fun hne => ⟨hle, fun e => hne (heq.1 e)⟩⟩
```

## (h) The overdamped threshold

Let k1, k2 > 0 and 2√(k1 k2) ≤ a|k1 − k2|. Show that the equilibrium is stable exactly when

c < a(k1 + k2)/2 − √((a(k1 − k2)/2)² − k1 k2).

The assumption already forces a > 0. With m and d as in part (c), squaring it gives d² ≥ k1 k2, so s = √(d² − k1 k2) is real and the quadratic becomes

(z − m)² − s² = (z − m − s)(z − m + s) = 0.

The rates m + s and m − s are both real. Since s ≥ 0, both are negative exactly when m + s < 0, which is the claim. At critical damping s = 0, and the threshold agrees with part (e).

In this regime the resonance estimate can err in the other direction. For a = 2, k1 = 1 and k2 = 4 the threshold is 5 − √5 ≈ 2.76, but the estimate is 4.

This lowering of the threshold belongs to the Landau–Lifshitz form used here. In Gilbert's form, dx/dt = (c·1 − J K) x − a J dx/dt, solving for dx/dt gives a generator with trace (2c − a(k1 + k2))/(1 + a²) and positive determinant (c² + k1 k2)/(1 + a²). Both rates then have negative real part exactly when the trace is negative, so the threshold is a(k1 + k2)/2 at any damping. This comparison is not part of the Lean file.

In Lean, `generalize` gives the root the name `s`, `rates` establishes the two real rates, and `linarith` compares their signs.

```lean
/-- Overdamped regime: for positive stiffnesses with `2 √(k1 k2) ≤ a |k1 - k2|`, the equilibrium
is stable exactly when `c` is below `a (k1 + k2) / 2 - √((a (k1 - k2) / 2)² - k1 k2)`. -/
theorem stable_iff_overdamped {a c k1 k2 : ℝ} (h1 : 0 < k1) (h2 : 0 < k2)
    (h : 2 * √(k1 * k2) ≤ a * |k1 - k2|) :
    IsStable (generator a c k1 k2) ↔
      c < a * (k1 + k2) / 2 - √((a * (k1 - k2) / 2) ^ 2 - k1 * k2) := by
  have hr : 0 ≤ (a * (k1 - k2) / 2) ^ 2 - k1 * k2 := by
    have hsq := pow_le_pow_left₀ (by positivity) h 2
    rw [mul_pow, mul_pow, sq_abs, Real.sq_sqrt (mul_pos h1 h2).le] at hsq
    nlinarith
  have hs := Real.sq_sqrt hr
  have hs0 := Real.sqrt_nonneg ((a * (k1 - k2) / 2) ^ 2 - k1 * k2)
  generalize √((a * (k1 - k2) / 2) ^ 2 - k1 * k2) = s at hs hs0 ⊢
  have hsC : (s : ℂ) ^ 2 = (a * (k1 - k2) / 2) ^ 2 - k1 * k2 := by exact_mod_cast hs
  -- both rates are real, split symmetrically by `s`
  have rates : ∀ z : ℂ, IsRate (generator a c k1 k2) z ↔
      z = ((c - a * (k1 + k2) / 2 + s : ℝ) : ℂ) ∨
      z = ((c - a * (k1 + k2) / 2 - s : ℝ) : ℂ) := by
    intro z
    have key : (z - (c - a * k1)) * (z - (c - a * k2)) + k1 * k2 =
        (z - ((c - a * (k1 + k2) / 2 + s : ℝ) : ℂ)) *
        (z - ((c - a * (k1 + k2) / 2 - s : ℝ) : ℂ)) := by
      push_cast
      linear_combination hsC
    rw [isRate_iff_secular, key, mul_eq_zero, sub_eq_zero, sub_eq_zero]
  constructor
  · intro hst
    have hneg := hst _ ((rates _).2 (Or.inl rfl))
    rw [Complex.ofReal_re] at hneg
    linarith
  · intro hc z hz
    rcases (rates z).1 hz with rfl | rfl <;> rw [Complex.ofReal_re] <;> linarith

end

end SpinTorqueThreshold
```

```lean
#print axioms SpinTorqueThreshold.resonance
#print axioms SpinTorqueThreshold.stable_iff
#print axioms SpinTorqueThreshold.stable_at_resonance_estimate
#print axioms SpinTorqueThreshold.stable_iff_overdamped
```

```
'SpinTorqueThreshold.resonance' depends on axioms: [propext, Classical.choice, Quot.sound]
'SpinTorqueThreshold.stable_iff' depends on axioms: [propext, Classical.choice, Quot.sound]
'SpinTorqueThreshold.stable_at_resonance_estimate' depends on axioms: [propext, Classical.choice, Quot.sound]
'SpinTorqueThreshold.stable_iff_overdamped' depends on axioms: [propext, Classical.choice, Quot.sound]
```
